# The Dipole Amplitude from a Core Orbital to an Orthogonalized Plane Wave Does Not Depend on the Origin

Light ejects an electron from a core orbital $c$, and the outgoing electron is approximated by a plane wave $e$. In the dipole approximation, with the light coupled through the position operator, the photoemission amplitude is proportional to $\langle e, Xc\rangle$, where $X$ is the component of position along the polarization. Position has to be measured from some origin, and a physical amplitude should not depend on where that origin is put. This one does. If every coordinate grows by a real number $a$, the amplitude changes by $a\langle e,c\rangle$, and a plane wave generally overlaps a core orbital. Exact eigenstates of one Hamiltonian with different energies are orthogonal, so for them the extra term vanishes.

The orthogonalized plane wave restores this orthogonality by subtracting from $e$ its components along the core. If the core orbitals are orthonormal, its amplitude from any of them is the same for every origin. For a single unit core orbital and a Hermitian $X$, that amplitude equals the one the bare plane wave gives when the origin sits at the centroid $\langle c,Xc\rangle$ of the orbital. The result bears on photoemission intensities computed with plane-wave final states, in a one-electron picture with box-normalized waves.

## From overlap to origin dependence

Inner products are linear in the second argument and conjugate-linear in the first. The letter $e$ always denotes the final state, never the electron charge. Let $c_j$ be finitely many core orbitals and define

$$\chi = e - \sum_j \langle c_j,e\rangle c_j .$$

For any state $g$, the coefficients come out of the first argument conjugated, and $\overline{\langle c_j,e\rangle}=\langle e,c_j\rangle$. Hence

$$\langle\chi,g\rangle=\langle e,g\rangle-\sum_j\langle e,c_j\rangle\langle c_j,g\rangle. \tag{1}$$

If the core is orthonormal, put $g=c_i$. Only the term $j=i$ survives, and

$$\langle\chi,c_i\rangle=\langle e,c_i\rangle-\langle e,c_i\rangle=0 .$$

Now replace $X$ by $X+a$ with $a$ real. For any states $f$ and $g$,

$$\langle f,(X+a)g\rangle=\langle f,Xg\rangle+a\langle f,g\rangle. \tag{2}$$

With $f=e$ and $g=c_i$ the amplitude moves by $a\langle e,c_i\rangle$. With $f=\chi$ it moves by $a\langle\chi,c_i\rangle=0$.

To compare the two amplitudes at a fixed origin, put $g=Xc_i$ in (1) and rearrange:

$$\langle e,Xc_i\rangle-\langle\chi,Xc_i\rangle=\sum_j\langle e,c_j\rangle\langle c_j,Xc_i\rangle. \tag{3}$$

For a single core orbital $c$ the right-hand side is the product $\langle e,c\rangle\langle c,Xc\rangle$. The amplitudes therefore agree exactly when $\langle e,c\rangle=0$ or $\langle c,Xc\rangle=0$.

The second condition can be met by choosing the origin. Since $X$ is Hermitian,

$$\overline{\langle c,Xc\rangle}=\langle Xc,c\rangle=\langle c,Xc\rangle,$$

so the centroid is real. For a unit vector $c$, equation (2) gives $\langle c,(X+a)c\rangle=\langle c,Xc\rangle+a$, which vanishes for the single real value $a=-\langle c,Xc\rangle$. At that origin the two amplitudes coincide, and the orthogonalized one has not changed on the way there. Therefore

$$\langle\chi,Xc\rangle=\langle e,(X-\langle c,Xc\rangle)c\rangle .$$

## States, orbitals and the displaced position operator

In Lean 4 with Mathlib:

```lean
import Mathlib

open scoped InnerProductSpace

namespace OrthogonalizedPlaneWave

noncomputable section

variable {E ι : Type*} [NormedAddCommGroup E] [InnerProductSpace ℂ E] [Fintype ι]
```

The states live in a complex inner product space `E` of any dimension, and the finite type `ι` labels the core orbitals. A plane wave normalized in a box is a vector of such a space, but nothing below uses its plane-wave form: `e` can be any vector. The step left to the reader is the passage from the box to free space, where a plane wave is not normalizable and position is an unbounded operator.

```lean
/-- The final state `e` minus the sum of `⟨c j, e⟩ c j` over the core orbitals. For orthonormal core
orbitals this is the orthogonalized wave. -/
def opw (c : ι → E) (e : E) : E := e - ∑ j, ⟪c j, e⟫_ℂ • c j
```

This is $\chi$, with `c j` for $c_j$. It is not renormalized after the subtraction, and it is zero if $e$ lies in the span of an orthonormal core.

```lean
/-- The position operator `X + a`, in which every coordinate has grown by the real number `a`; the
origin has moved by `-a`. -/
def shiftOrigin (X : E →ₗ[ℂ] E) (a : ℝ) : E →ₗ[ℂ] E :=
  X + (a : ℂ) • LinearMap.id
```

The operator `X` is a linear map defined on all of `E`; Hermiticity is assumed only in the theorems that need it. The sign of `a` deserves attention. Adding $a$ to every coordinate puts the new origin at the point whose old coordinate was $-a$. The choice $a=-\langle c,Xc\rangle$ accordingly places the origin at the centroid.

```lean
/-- The dipole amplitude `⟨f, X g⟩` from the orbital `g` to the final state `f`. -/
def dipole (X : E →ₗ[ℂ] E) (f g : E) : ℂ := ⟪f, X g⟫_ℂ
```

The final state comes first and the initial orbital second. Charge, field strength and other prefactors are left out, since they multiply both amplitudes alike.

## Orthogonality to the core and invariance

```lean
/-- The overlap of `opw c e` with any state `g` is that of `e` minus the sum over `j` of
`⟨e, c j⟩ ⟨c j, g⟩`. -/
theorem opw_inner (c : ι → E) (e g : E) :
    ⟪opw c e, g⟫_ℂ = ⟪e, g⟫_ℂ - ∑ j, ⟪e, c j⟫_ℂ * ⟪c j, g⟫_ℂ := by
  simp only [opw, inner_sub_left, sum_inner, inner_smul_left, inner_conj_symm]
```

This is equation (1), for arbitrary vectors `c j`. The rewriting rules carry the inner product through the difference and the sum, pull out the conjugated coefficients, and turn each $\overline{\langle c_j,e\rangle}$ into $\langle e,c_j\rangle$.

```lean
/-- For orthonormal core orbitals, the orthogonalized wave is orthogonal to each of them. -/
theorem opw_orthogonal {c : ι → E} (hc : Orthonormal ℂ c) (e : E) (i : ι) :
    ⟪opw c e, c i⟫_ℂ = 0 := by
  classical
  rw [opw_inner]
  simp [orthonormal_iff_ite.mp hc]
```

The hypothesis `Orthonormal ℂ c` says that the core orbitals have unit norm and are mutually orthogonal, as the occupied orbitals of a single Hermitian one-electron Hamiltonian can be chosen to be. After `opw_inner`, the lemma `orthonormal_iff_ite` replaces $\langle c_j,c_i\rangle$ by one or zero according to whether $j=i$, and `simp` collapses the sum to its single surviving term.

```lean
/-- Adding a real number `a` to every coordinate changes the amplitude `⟨f, X g⟩` by `a ⟨f, g⟩`. -/
theorem dipole_shift (X : E →ₗ[ℂ] E) (a : ℝ) (f g : E) :
    dipole (shiftOrigin X a) f g = dipole X f g + a * ⟪f, g⟫_ℂ := by
  simp only [dipole, shiftOrigin, LinearMap.add_apply, LinearMap.smul_apply,
    LinearMap.id_apply, inner_add_right, inner_smul_right]
```

This is equation (2). It holds for any linear `X` and any two states, and for `f = e`, `g = c i` it gives the origin dependence of the plane-wave amplitude.

```lean
/-- For orthonormal core orbitals, the amplitude from a core orbital to the
orthogonalized wave does not depend on the origin. -/
theorem opw_dipole_shift (X : E →ₗ[ℂ] E) {c : ι → E} (hc : Orthonormal ℂ c)
    (e : E) (i : ι) (a : ℝ) :
    dipole (shiftOrigin X a) (opw c e) (c i) = dipole X (opw c e) (c i) := by
  rw [dipole_shift, opw_orthogonal hc, mul_zero, add_zero]
```

The invariance follows by taking `f` to be the orthogonalized wave in `dipole_shift`: the term multiplying $a$ contains $\langle\chi,c_i\rangle$, which `opw_orthogonal` sets to zero. Invariance concerns the choice of coordinates only; it says nothing about how well $\chi$ approximates the true outgoing state.

## When the two amplitudes agree

```lean
/-- The amplitude from `c i` to `e` minus the amplitude from `c i` to `opw c e` is the sum over `j`
of the overlap `⟨e, c j⟩` times the dipole element `⟨c j, X c i⟩`. -/
theorem plane_wave_excess (X : E →ₗ[ℂ] E) (c : ι → E) (e : E) (i : ι) :
    dipole X e (c i) - dipole X (opw c e) (c i)
      = ∑ j, ⟪e, c j⟫_ℂ * dipole X (c j) (c i) := by
  simp only [dipole, opw_inner, sub_sub_cancel]
```

This is equation (3), again without orthonormality or Hermiticity. The word "excess" in the theorem's name stands for this complex difference, which does not say which amplitude is larger in magnitude. Applying `opw_inner` with $g=Xc_i$ produces the sum, and `sub_sub_cancel` removes the common term $\langle e,Xc_i\rangle$.

```lean
/-- With a single vector `c` as the core, the amplitudes from `c` to `e` and from `c` to
`opw (fun _ => c) e` agree exactly when `⟨e, c⟩` or `⟨c, X c⟩` vanishes. -/
theorem agree_iff (X : E →ₗ[ℂ] E) (c e : E) :
    dipole X e c = dipole X (opw (fun _ : Unit => c) e) c
      ↔ ⟪e, c⟫_ℂ = 0 ∨ dipole X c c = 0 := by
  have h : dipole X e c - dipole X (opw (fun _ : Unit => c) e) c
      = ⟪e, c⟫_ℂ * dipole X c c :=
    (plane_wave_excess X (fun _ : Unit => c) e ()).trans (by simp)
  rw [← sub_eq_zero, h, mul_eq_zero]
```

The one-element type `Unit` serves as the index set, so `fun _ : Unit => c` is a core consisting of the single orbital $c$. The auxiliary statement `h` reduces the sum in (3) to one product. Equality of the amplitudes then becomes the vanishing of that product, and `mul_eq_zero` splits it into the two alternatives. No normalization of $c$ is needed here.

With several core orbitals the difference also contains the elements $\langle c_j,Xc_i\rangle$ with $j\neq i$. For an orthonormal core these do not change with the origin, so centring on $c_i$ alone need not make the amplitudes agree.

## The origin at the core centroid

```lean
/-- For a Hermitian position operator and a unit core orbital, exactly one real number `a` added to
every coordinate makes the centroid vanish: minus the original value of `⟨c, X c⟩`. -/
theorem centred_iff {X : E →ₗ[ℂ] E} (hX : X.IsSymmetric) {c : E} (hc : ‖c‖ = 1) (a : ℝ) :
    dipole (shiftOrigin X a) c c = 0 ↔ a = -(dipole X c c).re := by
  -- Hermiticity makes the centroid real
  have hreal : ((dipole X c c).re : ℂ) = dipole X c c := by
    apply Complex.conj_eq_iff_re.mp
    unfold dipole
    rw [inner_conj_symm]
    exact hX c c
  have hs : ⟪c, c⟫_ℂ = 1 := by
    rw [inner_self_eq_norm_sq_to_K, hc]
    simp
  rw [dipole_shift, hs, mul_one]
  constructor
  · intro h
    have h' := congrArg Complex.re h
    simp only [Complex.add_re, Complex.ofReal_re, Complex.zero_re] at h'
    linarith
  · intro h
    rw [h, Complex.ofReal_neg, hreal, add_neg_cancel]
```

`X.IsSymmetric` states that $\langle Xu,v\rangle=\langle u,Xv\rangle$ for all $u$ and $v$, which is the Hermiticity used in the derivation. Since `dipole X c c` has the type of a complex number while `a` is real, the statement takes its real part, `.re`. The step `hreal` shows that nothing is lost by this, because the centroid equals its own conjugate. The step `hs` turns the unit norm into $\langle c,c\rangle=1$.

What remains is the equation $\langle c,Xc\rangle+a=0$. In one direction the proof takes real parts and solves for $a$; in the other it substitutes the value of $a$ and uses `hreal` to cancel.

```lean
/-- For a Hermitian position operator, a unit core orbital `c` and a final state `e` overlapping it,
the amplitudes from `c` to `e` and to the orthogonalized wave agree for exactly one real number `a`
added to every coordinate, `a = -⟨c, X c⟩`. -/
theorem agree_iff_origin {X : E →ₗ[ℂ] E} (hX : X.IsSymmetric) {c e : E}
    (hc : ‖c‖ = 1) (he : ⟪e, c⟫_ℂ ≠ 0) (a : ℝ) :
    dipole (shiftOrigin X a) e c
        = dipole (shiftOrigin X a) (opw (fun _ : Unit => c) e) c
      ↔ a = -(dipole X c c).re := by
  rw [agree_iff, or_iff_right he, centred_iff hX hc]
```

The overlap condition `he` selects the case in which the bare amplitude really depends on the origin. The proof applies `agree_iff` to the displaced operator, discards the alternative $\langle e,c\rangle=0$, and hands the other one to `centred_iff`. If the overlap is zero, `agree_iff` gives agreement at every origin.

```lean
/-- For a Hermitian position operator `X` and a unit core orbital `c`, the amplitude of `X` from `c`
to the orthogonalized wave equals the amplitude from `c` to `e` with the origin moved to the
centroid `⟨c, X c⟩`. -/
theorem opw_eq_centred_plane_wave {X : E →ₗ[ℂ] E} (hX : X.IsSymmetric) {c : E}
    (hc : ‖c‖ = 1) (e : E) :
    dipole X (opw (fun _ : Unit => c) e) c
      = dipole (shiftOrigin X (-(dipole X c c).re)) e c := by
  have ho : Orthonormal ℂ (fun _ : Unit => c) :=
    ⟨fun _ => hc, fun i j h => (h (Subsingleton.elim i j)).elim⟩
  -- move the origin to the centroid, where the two amplitudes coincide
  exact (opw_dipole_shift X ho e () _).symm.trans
    ((agree_iff _ c e).mpr (Or.inr ((centred_iff hX hc _).mpr rfl))).symm
```

No overlap condition is needed for this identity. A single unit vector forms an orthonormal family, which is the content of `ho`. The proof then joins two equalities: the orthogonalized amplitude is unchanged when the origin moves to the centroid, and at the centroid it equals the plane-wave amplitude.

The identity is for $\chi$ as defined, without renormalization. Dividing a nonzero $\chi$ by its norm would keep the amplitude independent of the origin, but would also divide the left-hand side by $\|\chi\|$.

## Two sites with different amplitudes

A small example, with numbers chosen for easy arithmetic, illustrates the effect. An electron can occupy two sites, at positions $0$ and $1$ in units of their separation.

```lean
/-- The position operator of a two-site chain with sites at `0` and `1`. -/
def sitePosition : EuclideanSpace ℂ (Fin 2) →ₗ[ℂ] EuclideanSpace ℂ (Fin 2) where
  toFun v := !₂[0, v 1]
  map_add' v w := by ext i; fin_cases i <;> simp
  map_smul' z v := by ext i; fin_cases i <;> simp
```

The notation `!₂[0, v 1]` is the vector with components $0$ and $v_1$; the indices run over $0$ and $1$. The operator multiplies each component by the position of its site. The two remaining fields check linearity component by component.

```lean
/-- A core orbital on the two sites, with amplitudes `3/5` and `4/5`. -/
def siteCore : EuclideanSpace ℂ (Fin 2) := !₂[3 / 5, 4 / 5]
```

This orbital has unit norm, and its centroid is $(4/5)^2=16/25$.

```lean
/-- The wave on the two sites that alternates in sign, with amplitudes `1` and `-1`. -/
def siteWave : EuclideanSpace ℂ (Fin 2) := !₂[1, -1]
```

The alternating wave is the two-site stand-in for a plane wave. Its norm is $\sqrt2$.

```lean
/-- On the two-site chain the position operator is Hermitian, the core orbital is a
unit vector overlapping the wave, and the plane-wave and orthogonalized amplitudes
are `-4/5` and `-84/125`. -/
theorem two_site_witness :
    sitePosition.IsSymmetric ∧ ‖siteCore‖ = 1 ∧ ⟪siteWave, siteCore⟫_ℂ ≠ 0 ∧
      dipole sitePosition siteWave siteCore = -4 / 5 ∧
      dipole sitePosition (opw (fun _ : Unit => siteCore) siteWave) siteCore
        = -84 / 125 := by
  refine ⟨?_, ?_, ?_, ?_, ?_⟩
  · intro x y
    simp [PiLp.inner_apply, Fin.sum_univ_two, sitePosition]
  · have h : ‖siteCore‖ ^ 2 = 1 := by
      rw [EuclideanSpace.norm_sq_eq]
      norm_num [Fin.sum_univ_two, siteCore]
    exact (pow_eq_one_iff_of_nonneg (norm_nonneg _) two_ne_zero).mp h
  · norm_num [PiLp.inner_apply, Fin.sum_univ_two, siteWave, siteCore]
  · norm_num [dipole, PiLp.inner_apply, Fin.sum_univ_two, sitePosition, siteWave, siteCore]
  · -- the numerals in the core amplitudes are real
    have h4 : (starRingEnd ℂ) 4 = 4 := Complex.conj_eq_iff_real.mpr ⟨4, by norm_num⟩
    have h5 : (starRingEnd ℂ) 5 = 5 := Complex.conj_eq_iff_real.mpr ⟨5, by norm_num⟩
    rw [dipole, opw_inner]
    norm_num [PiLp.inner_apply, Fin.sum_univ_two, sitePosition, siteWave, siteCore]
    change -(4 / 5 : ℂ) + 1 / 5 * (4 / 5 * ((starRingEnd ℂ) 4 / (starRingEnd ℂ) 5))
      = -(84 / 125)
    rw [h4, h5]
    norm_num

end

end OrthogonalizedPlaneWave
```

By hand, the overlap is $\langle e,c\rangle=3/5-4/5=-1/5$ and the plane-wave amplitude is $\langle e,Xc\rangle=-4/5$. Equation (3) then gives

$$\langle\chi,Xc\rangle=-\frac45+\frac15\cdot\frac{16}{25}=-\frac{84}{125}.$$

For a wave normalized to one, both amplitudes are divided by $\sqrt2$, which gives about $-0.566$ and $-0.475$. The corresponding intensities, proportional to the squared amplitudes, differ by about 29 per cent of the plane-wave value. If $\chi$ itself is normalized as well, its amplitude is $-12/25=-0.48$.

The theorem has five parts, proved in the order in which they are stated. Hermiticity follows by writing out both inner products as sums over the two sites. The unit norm is obtained from its square, since a nonnegative number whose square is one must be one. The overlap and the plane-wave amplitude are direct evaluations. The last part uses `opw_inner` in place of the components of $\chi$, as in the calculation above; `h4` and `h5` supply the fact that the numerals 4 and 5 are unchanged by complex conjugation.

The example satisfies every hypothesis of `agree_iff_origin`, and its two amplitudes differ at the original origin. They meet only when the origin is moved to $16/25$, where the plane-wave amplitude also becomes $-84/125$.

```lean
#print axioms OrthogonalizedPlaneWave.opw_dipole_shift
#print axioms OrthogonalizedPlaneWave.agree_iff_origin
#print axioms OrthogonalizedPlaneWave.opw_eq_centred_plane_wave
```

```
'OrthogonalizedPlaneWave.opw_dipole_shift' depends on axioms: [propext, Classical.choice, Quot.sound]
'OrthogonalizedPlaneWave.agree_iff_origin' depends on axioms: [propext, Classical.choice, Quot.sound]
'OrthogonalizedPlaneWave.opw_eq_centred_plane_wave' depends on axioms: [propext, Classical.choice, Quot.sound]
```
